# Eight Hermite conditions at $\alpha = 0, 1, 5/2$ fix a unique switching polynomial of degree at most seven

## The iso-orbital indicator and the switching function

A meta-GGA of the SCAN type has to recognise, at each point in space, what kind of electron density it is looking at. It does so through the iso-orbital indicator
$$\alpha = \frac{\tau - \tau_W}{\tau_{\rm unif}},$$
where, in atomic units and for a spin-unpolarised density $n$, $\tau = \tfrac12\sum_i |\nabla\psi_i|^2$ is the kinetic energy density in its gradient form, summed over the occupied spin orbitals $\psi_i$, $\tau_W = |\nabla n|^2/(8n)$ is its value when a single real orbital carries the density, and $\tau_{\rm unif} = \tfrac{3}{10}(3\pi^2)^{2/3} n^{5/3}$ is its value in the uniform electron gas. Thus $\alpha = 0$ in such a one-orbital region and $\alpha = 1$ in the uniform gas. Schematically, the energy density is $e = e_1 + f(\alpha)\,(e_0 - e_1)$, where $e_0$ and $e_1$ are built for these two limits and the switching function $f$ obeys $f(0) = 1$, $f(1) = 0$.

SCAN assembles $f$ from two exponential branches that meet at $\alpha = 1$. Regularised variants put a polynomial of degree seven on $0 \le \alpha \le 5/2$ and keep an exponential tail beyond. The number $5/2$ is the hand-over point to that tail; it is a design choice and follows from no physical limit. First derivatives of $f$ enter the matrix elements of the potential and second derivatives enter the response, which gives a reason to prescribe $f$, $f'$ and $f''$ at both ends of the interval. This text adds the value and the slope at the uniform-gas point, which makes eight conditions for eight coefficients. That set is one possible choice, not the one behind the regularised SCAN polynomial, which prescribes only the value at $\alpha = 1$ and matches the third derivative at $5/2$ instead; the general theorem `hermite_existsUnique` below covers that choice as well, while the three specialised results concern the set adopted here. Equal counts do not make a linear system solvable, so solvability and uniqueness need an argument.

## Three results on the nodes $0, 1, 5/2$

**Existence and uniqueness.** For any reals $a_0, a_1, a_2, b_0, b_1, c_0, c_1, c_2$, exactly one real polynomial $f$ of degree at most 7 satisfies
$$f(0) = a_0,\; f'(0) = a_1,\; f''(0) = a_2,\qquad f(1) = b_0,\; f'(1) = b_1,$$
$$f(\tfrac52) = c_0,\; f'(\tfrac52) = c_1,\; f''(\tfrac52) = c_2 .$$

**Degree six can fail.** No polynomial of degree at most 6 has the same eight data as $\alpha^7$.

**Freedom at higher degree.** Polynomials $f$ and $g$ of any degree share the eight data exactly when $\alpha^3(\alpha-1)^2(\alpha-\tfrac52)^3$ divides $f - g$.

## From Taylor expansion to a dimension count

Take finitely many distinct nodes $x_i$ and natural numbers $m_i$, and prescribe the derivatives of order $k = 0, \dots, m_i - 1$ at $x_i$. Put $N = \sum_i m_i$ and define the node polynomial $W(\alpha) = \prod_i (\alpha - x_i)^{m_i}$.

*Step 1: one node.* A polynomial $p$ equals its finite Taylor sum about any real $t$,
$$p(\alpha) = \sum_k \frac{p^{(k)}(t)}{k!}\,(\alpha - t)^k .$$
If $p^{(k)}(t) = 0$ for all $k < m$, every surviving term contains $(\alpha - t)^m$, so this power divides $p$. Conversely, if $p = (\alpha - t)^m q$, expanding $q$ in powers of $\alpha - t$ leaves no power below $m$ in $p$, so those derivatives vanish.

*Step 2: several nodes.* For $i \ne j$,
$$1 = \frac{(\alpha - x_j) - (\alpha - x_i)}{x_i - x_j}.$$
Raise this to the power $m_i + m_j$. Each binomial term contains $A = (\alpha - x_i)^{m_i}$ or $B = (\alpha - x_j)^{m_j}$, so $uA + vB = 1$ for some polynomials $u, v$: the two factors are coprime. If both divide a polynomial $d$, then $d = uAd + vBd$ and $AB$ divides each term. Multiplying such identities shows that a product of factors coprime to $B$ is again coprime to $B$, so the argument extends node by node to $W$. Now let $d = p - q$. The polynomials $p$ and $q$ have the same data exactly when all data of $d$ vanish, by Step 1 exactly when each factor divides $d$, and hence exactly when $W$ divides $d$.

*Step 3: uniqueness.* $W$ has leading coefficient 1 and degree $N$. If $p$ and $q$ have degree below $N$ and the same data, then $d$ has degree below $N$ and is a multiple of $W$. A nonzero multiple of $W$ has degree at least $N$, so $d = 0$.

*Step 4: existence.* The polynomials of degree below $N$ form a real vector space of dimension $N$ with basis $1, \alpha, \dots, \alpha^{N-1}$. The map $L$ sending $p$ to its $N$ numbers $p^{(k)}(x_i)$ is linear, and injective by Step 3. Its matrix is square with trivial kernel, hence invertible, so every data vector is reached.

*Step 5: the switching polynomial.* Nodes $x_0 = 0$, $x_1 = 1$, $x_2 = 5/2$ with $m_0 = 3$, $m_1 = 2$, $m_2 = 3$ give $N = 8$ and $W = \alpha^3(\alpha-1)^2(\alpha-\tfrac52)^3$. Steps 3 and 4 give the first result and Step 2 the third. For the second, a polynomial of degree at most 6 with the data of $\alpha^7$ would equal $\alpha^7$ by Step 3, and that has degree 7.

## How the Lean objects represent the switching function

The switching function is an element of `ℝ[X]`, a real polynomial whose variable `X` is $\alpha$. The number `jet t k p` is $p^{(k)}(t)$, defined by applying the formal `derivative` $k$ times and evaluating at $t$. It is the plain derivative, not divided by $k!$, so $a_2$ is twice the coefficient of $\alpha^2$. The theorem `jet_eq_iteratedDeriv` identifies it with the analytic $k$-th derivative of the function $s \mapsto p(s)$. The vectors `node` and `order` list $x_0, x_1, x_2$ and $m_0, m_1, m_2$, and `nodePoly x m` is $W$.

In `hermite_existsUnique` the only hypothesis is `Function.Injective x`, which says that the nodes are distinct. The targets `y i k` are given for all natural $k$, but only those with $k < m_i$ occur in the conclusion. An order $m_i = 0$ is allowed and imposes nothing at that node. The bound uses `degree`, which places the zero polynomial below every natural number, so for $N = 0$ the unique solution is $p = 0$. In `switching_existsUnique` the bound is `f.natDegree ≤ 7`, with a natural-number degree that is 0 for the zero polynomial, and `∃!` reads "there is exactly one". The other two results are `degree_six_insufficient` and `switching_freedom`.

The eight data are arbitrary reals. No theorem ties them to SCAN's exponentials, to $f(0) = 1$ and $f(1) = 0$, or to a gradient expansion, and no coefficient is computed. Nothing is stated about monotonicity or bounds of $f$ between the nodes, about the function obtained by joining $f$ to a tail, or about numerical conditioning. The degree-six statement concerns one data set; some other data sets, such as those of any polynomial of degree at most six, are met at lower degree. For functional construction the content is this: within polynomials of degree at most seven in one variable, these eight numbers parametrise the switching function one-to-one, whether $\alpha$ is computed from orbitals, regularised, or replaced by a density-only model as in deorbitalised functionals.

## The Lean file

```lean
import Mathlib

open Polynomial

namespace SwitchingPolynomial

noncomputable section

/-- The value at `t` of the `k`-th derivative of a polynomial, as a linear functional. -/
def jet (t : ℝ) (k : ℕ) : ℝ[X] →ₗ[ℝ] ℝ where
  toFun p := (derivative^[k] p).eval t
  map_add' p q := by
    have h : derivative^[k] (p + q) = derivative^[k] p + derivative^[k] q := by
      induction k with
      | zero => rfl
      | succ k ih => simp only [Function.iterate_succ_apply', ih, map_add]
    simp only [h, eval_add]
  map_smul' c p := by
    have h : derivative^[k] (c • p) = c • derivative^[k] p := by
      induction k with
      | zero => rfl
      | succ k ih => simp only [Function.iterate_succ_apply', ih, map_smul]
    simp only [h, eval_smul, RingHom.id_apply]

/-- The node polynomial `∏ (α - xᵢ)^(mᵢ)` for nodes `xᵢ` with matching orders `mᵢ`. -/
def nodePoly {ι : Type*} [Fintype ι] (x : ι → ℝ) (m : ι → ℕ) : ℝ[X] :=
  ∏ i, (X - C (x i)) ^ m i

/-- The values `α = 0, 1, 5/2` of the iso-orbital indicator at which conditions are imposed. -/
def node : Fin 3 → ℝ := ![0, 1, 5 / 2]

/-- The number of conditions (value and successive derivatives) imposed at each node. -/
def order : Fin 3 → ℕ := ![3, 2, 3]

/-- The jet is the `k`-th derivative at `t` of the real function defined by the polynomial. -/
theorem jet_eq_iteratedDeriv (p : ℝ[X]) (k : ℕ) (t : ℝ) :
    jet t k p = iteratedDeriv k (fun s => p.eval s) t := by
  have h : iteratedDeriv k (fun s => p.eval s) = fun s => (derivative^[k] p).eval s := by
    induction k with
    | zero => simp
    | succ k ih =>
      rw [iteratedDeriv_succ, ih]
      funext s
      rw [Function.iterate_succ_apply']
      exact Polynomial.deriv _
  rw [h]
  rfl

/-- All derivatives of order below `m` vanish at `t` exactly when `(α - t)^m` divides
the polynomial. -/
theorem jets_vanish_iff (p : ℝ[X]) (t : ℝ) (m : ℕ) :
    (∀ k < m, jet t k p = 0) ↔ (X - C t) ^ m ∣ p := by
  -- the derivatives are the Taylor coefficients at `t` times factorials
  have hc : ∀ k, jet t k p = k.factorial * (taylor t p).coeff k := by
    intro k
    have h := congrFun (factorial_smul_hasseDeriv (R := ℝ) k) p
    show (derivative^[k] p).eval t = _
    rw [← h, taylor_coeff, LinearMap.smul_apply, eval_smul, nsmul_eq_mul]
  constructor
  · intro h
    have hd : X ^ m ∣ taylor t p := by
      rw [X_pow_dvd_iff]
      intro k hk
      have h0 := h k hk
      rw [hc] at h0
      exact (mul_eq_zero.mp h0).resolve_left (by exact_mod_cast k.factorial_ne_zero)
    obtain ⟨q, hq⟩ := hd
    refine ⟨q.comp (X - C t), ?_⟩
    have hp : p = (taylor t p).comp (X - C t) := by
      rw [taylor_apply, comp_assoc]
      simp
    calc p = (taylor t p).comp (X - C t) := hp
      _ = (X - C t) ^ m * q.comp (X - C t) := by rw [hq, mul_comp, pow_comp, X_comp]
  · rintro ⟨q, hq⟩ k hk
    have hd : X ^ m ∣ taylor t p := by
      refine ⟨q.comp (X + C t), ?_⟩
      rw [taylor_apply, hq, mul_comp, pow_comp, sub_comp, X_comp, C_comp, add_sub_cancel_right]
    rw [hc, X_pow_dvd_iff.mp hd k hk, mul_zero]

/-- For distinct nodes, two polynomials have the same derivatives of order below `mᵢ` at every
`xᵢ` exactly when the node polynomial divides their difference. -/
theorem same_jets_iff {ι : Type*} [Fintype ι] {x : ι → ℝ} (hx : Function.Injective x)
    (m : ι → ℕ) (p q : ℝ[X]) :
    (∀ i, ∀ k < m i, jet (x i) k p = jet (x i) k q) ↔ nodePoly x m ∣ p - q := by
  constructor
  · intro h
    -- factors belonging to different nodes are coprime
    refine Finset.prod_dvd_of_coprime ?_ ?_
    · intro i _ j _ hij
      exact IsCoprime.pow (pairwise_coprime_X_sub_C hx hij)
    · intro i _
      exact (jets_vanish_iff _ _ _).mp fun k hk => by rw [map_sub, h i k hk, sub_self]
  · intro h i k hk
    have hi : (X - C (x i)) ^ m i ∣ p - q :=
      (Finset.dvd_prod_of_mem (fun j => (X - C (x j)) ^ m j) (Finset.mem_univ i)).trans h
    have h0 := (jets_vanish_iff _ _ _).mpr hi k hk
    rwa [map_sub, sub_eq_zero] at h0

/-- Two polynomials of degree below `∑ mᵢ` with the same Hermite data at distinct nodes
are equal. -/
theorem hermite_unique {ι : Type*} [Fintype ι] {x : ι → ℝ} (hx : Function.Injective x)
    (m : ι → ℕ) {p q : ℝ[X]} (hp : p.degree < (∑ i, m i : ℕ)) (hq : q.degree < (∑ i, m i : ℕ))
    (h : ∀ i, ∀ k < m i, jet (x i) k p = jet (x i) k q) : p = q := by
  have hm : ∀ i ∈ (Finset.univ : Finset ι), ((X - C (x i)) ^ m i).Monic :=
    fun i _ => (monic_X_sub_C _).pow _
  have hdeg : (nodePoly x m).degree = (∑ i, m i : ℕ) := by
    unfold nodePoly
    rw [degree_eq_natDegree (monic_prod_of_monic _ _ hm).ne_zero, natDegree_prod_of_monic _ _ hm]
    simp only [natDegree_pow, natDegree_X_sub_C, mul_one]
  refine sub_eq_zero.mp (eq_zero_of_dvd_of_degree_lt ((same_jets_iff hx m p q).mp h) ?_)
  rw [hdeg]
  exact (degree_sub_le p q).trans_lt (max_lt hp hq)

/-- Hermite interpolation: for distinct nodes and arbitrary targets, exactly one polynomial of
degree below `∑ mᵢ` has the prescribed derivatives of order below `mᵢ` at each `xᵢ`. -/
theorem hermite_existsUnique {ι : Type*} [Fintype ι] {x : ι → ℝ} (hx : Function.Injective x)
    (m : ι → ℕ) (y : ι → ℕ → ℝ) :
    ∃! p : ℝ[X], p.degree < (∑ i, m i : ℕ) ∧ ∀ i, ∀ k < m i, jet (x i) k p = y i k := by
  -- the linear map from polynomials of bounded degree to their Hermite data
  let L : degreeLT ℝ (∑ i, m i) →ₗ[ℝ] (((i : ι) × Fin (m i)) → ℝ) :=
    LinearMap.pi fun ik => jet (x ik.1) ik.2 ∘ₗ (degreeLT ℝ (∑ i, m i)).subtype
  have hinj : Function.Injective L := fun p q h =>
    Subtype.ext (hermite_unique hx m (mem_degreeLT.mp p.2) (mem_degreeLT.mp q.2)
      fun i k hk => congrFun h ⟨i, ⟨k, hk⟩⟩)
  -- equal dimensions turn injectivity into surjectivity
  have : FiniteDimensional ℝ (degreeLT ℝ (∑ i, m i)) :=
    Module.Finite.equiv (degreeLTEquiv ℝ (∑ i, m i)).symm
  have hdim : Module.finrank ℝ (degreeLT ℝ (∑ i, m i))
      = Module.finrank ℝ (((i : ι) × Fin (m i)) → ℝ) := by
    rw [(degreeLTEquiv ℝ (∑ i, m i)).finrank_eq]
    simp [Fintype.card_sigma]
  obtain ⟨p, hp⟩ := (LinearMap.injective_iff_surjective_of_finrank_eq_finrank hdim).mp hinj
    fun ik => y ik.1 ik.2
  have hj : ∀ i, ∀ k < m i, jet (x i) k p.1 = y i k := fun i k hk => congrFun hp ⟨i, ⟨k, hk⟩⟩
  refine ⟨p.1, ⟨mem_degreeLT.mp p.2, hj⟩, fun q hq => ?_⟩
  exact hermite_unique hx m hq.1 (mem_degreeLT.mp p.2)
    fun i k hk => (hq.2 i k hk).trans (hj i k hk).symm

/-- The three nodes `0, 1, 5/2` are distinct. -/
theorem node_injective : Function.Injective node := by
  intro i j h
  fin_cases i <;> fin_cases j <;>
    first
      | rfl
      | (exfalso; norm_num [node] at h)

/-- Degree below the total number of conditions means degree at most seven. -/
theorem degree_lt_iff (p : ℝ[X]) : p.degree < (∑ i, order i : ℕ) ↔ p.natDegree ≤ 7 := by
  have h8 : ∑ i, order i = 8 := by decide
  rw [h8]
  by_cases h : p = 0
  · subst h
    exact ⟨fun _ => by simp, fun _ => by rw [degree_zero]; exact WithBot.bot_lt_coe 8⟩
  · rw [← natDegree_lt_iff_degree_lt h]
    omega

/-- Exactly one polynomial of degree at most seven has prescribed value, slope and second
derivative at `α = 0` and `α = 5/2` and prescribed value and slope at `α = 1`. -/
theorem switching_existsUnique (a₀ a₁ a₂ b₀ b₁ c₀ c₁ c₂ : ℝ) :
    ∃! f : ℝ[X], f.natDegree ≤ 7 ∧
      f.eval 0 = a₀ ∧ f.derivative.eval 0 = a₁ ∧ f.derivative.derivative.eval 0 = a₂ ∧
      f.eval 1 = b₀ ∧ f.derivative.eval 1 = b₁ ∧
      f.eval (5 / 2) = c₀ ∧ f.derivative.eval (5 / 2) = c₁ ∧
      f.derivative.derivative.eval (5 / 2) = c₂ := by
  let y : Fin 3 → ℕ → ℝ :=
    ![fun k => if k = 0 then a₀ else if k = 1 then a₁ else a₂,
      fun k => if k = 0 then b₀ else b₁,
      fun k => if k = 0 then c₀ else if k = 1 then c₁ else c₂]
  refine (existsUnique_congr fun f => and_congr (degree_lt_iff f) ⟨fun h => ?_, ?_⟩).mp
    (hermite_existsUnique node_injective order y)
  · exact ⟨h 0 0 (by decide), h 0 1 (by decide), h 0 2 (by decide), h 1 0 (by decide),
      h 1 1 (by decide), h 2 0 (by decide), h 2 1 (by decide), h 2 2 (by decide)⟩
  · rintro ⟨h1, h2, h3, h4, h5, h6, h7, h8⟩ i k hk
    fin_cases i
    · change k < 3 at hk
      interval_cases k
      exacts [h1, h2, h3]
    · change k < 2 at hk
      interval_cases k
      exacts [h4, h5]
    · change k < 3 at hk
      interval_cases k
      exacts [h6, h7, h8]

/-- No polynomial of degree at most six reproduces the eight Hermite data of `α^7`. -/
theorem degree_six_insufficient :
    ¬ ∃ f : ℝ[X], f.natDegree ≤ 6 ∧
      ∀ i, ∀ k < order i, jet (node i) k f = jet (node i) k (X ^ 7) := by
  rintro ⟨f, hf, h⟩
  have h7 : f = X ^ 7 :=
    hermite_unique node_injective order ((degree_lt_iff f).mpr (by omega))
      ((degree_lt_iff _).mpr (natDegree_X_pow 7).le) h
  rw [h7, natDegree_X_pow] at hf
  omega

/-- Two polynomials of any degree share the eight Hermite data exactly when they differ by a
multiple of `α³ (α - 1)² (α - 5/2)³`. -/
theorem switching_freedom (f g : ℝ[X]) :
    (∀ i, ∀ k < order i, jet (node i) k f = jet (node i) k g) ↔
      X ^ 3 * (X - 1) ^ 2 * (X - C (5 / 2)) ^ 3 ∣ f - g := by
  have h : nodePoly node order = X ^ 3 * (X - 1) ^ 2 * (X - C (5 / 2)) ^ 3 := by
    rw [nodePoly, Fin.prod_univ_three]
    show (X - C (0 : ℝ)) ^ 3 * (X - C (1 : ℝ)) ^ 2 * (X - C (5 / 2 : ℝ)) ^ 3 = _
    rw [C_0, C_1, sub_zero]
  rw [same_jets_iff node_injective, h]

end

end SwitchingPolynomial
```

```lean
#print axioms SwitchingPolynomial.jet_eq_iteratedDeriv
#print axioms SwitchingPolynomial.switching_existsUnique
#print axioms SwitchingPolynomial.degree_six_insufficient
#print axioms SwitchingPolynomial.switching_freedom
```

```
'SwitchingPolynomial.jet_eq_iteratedDeriv' depends on axioms: [propext, Classical.choice, Quot.sound]
'SwitchingPolynomial.switching_existsUnique' depends on axioms: [propext, Classical.choice, Quot.sound]
'SwitchingPolynomial.degree_six_insufficient' depends on axioms: [propext, Classical.choice, Quot.sound]
'SwitchingPolynomial.switching_freedom' depends on axioms: [propext, Classical.choice, Quot.sound]
```

## How the lemmas follow the five steps

Step 1 is `jets_vanish_iff`. Here `taylor t p` is the shifted polynomial $p(\alpha + t)$, whose coefficients are the Taylor coefficients at $t$. The local fact `hc` states $p^{(k)}(t) = k!$ times that coefficient; it comes from `factorial_smul_hasseDeriv`, which relates the iterated derivative to the derivative already divided by $k!$. Since $k! \ne 0$, vanishing derivatives mean vanishing low coefficients, and `X_pow_dvd_iff` turns that into divisibility of the shifted polynomial by $\alpha^m$. Composition with `X - C t` shifts back, and the converse shifts forward with `X + C t`.

Step 2 is `same_jets_iff`. The identity for two linear factors is `pairwise_coprime_X_sub_C hx hij`, the passage to powers is `IsCoprime.pow`, and `Finset.prod_dvd_of_coprime` assembles the product. Linearity of `jet`, used through `map_sub`, moves between equal data of $p, q$ and zero data of $p - q$. In the reverse direction each factor divides $W$ by `Finset.dvd_prod_of_mem`, and distinctness of the nodes is not needed.

Step 3 is `hermite_unique`. The fact `hdeg` computes the degree of $W$ as a sum over factors with leading coefficient 1, `degree_sub_le` bounds the degree of the difference, and `eq_zero_of_dvd_of_degree_lt` concludes.

For Step 5, `node_injective` checks the nine pairs of indices, and `degree_lt_iff` converts "degree below 8" into `p.natDegree ≤ 7`, treating zero separately. In `switching_existsUnique` the eight reals are packed into a table `y`, and `existsUnique_congr` carries the general theorem over once the indexed conditions are shown equivalent to the eight written equations, by listing the pairs $(i, k)$ in both directions. In `degree_six_insufficient`, `h7` is the equation $f = \alpha^7$, after which the degree bound reads $7 \le 6$. In `switching_freedom` the product over three indices is expanded and `same_jets_iff` is applied.

## Surjectivity from equal dimensions

Step 4, inside `hermite_existsUnique`, rests on `LinearMap.injective_iff_surjective_of_finrank_eq_finrank`: a linear map between finite-dimensional spaces of equal dimension is injective exactly when it is surjective. Its use requires both spaces in a form whose dimension can be computed.

The domain cannot be `ℝ[X]`, which is infinite-dimensional. It is the subspace `degreeLT ℝ (∑ i, m i)`, and `degreeLTEquiv` is the linear isomorphism that sends such a polynomial to its $N$ coefficients; this gives finite dimension and the value $N$. The target is the space of real functions on `(i : ι) × Fin (m i)`, the type of pairs $(i, k)$ with $k < m_i$. The range of $k$ depends on $i$, so nodes with different orders are indexed without padding, and `Fintype.card_sigma` counts the pairs as $\sum_i m_i$. Because `jet` is defined as a linear map, `LinearMap.pi` stacks the $N$ functionals into `L` with linearity already in place. No determinant is evaluated and no interpolation basis is built; the solution is shown to exist without a formula for it.

## Releasing the slope at the uniform-gas point

The general theorems use only distinctness of the nodes, so they apply equally to orders $3, 1, 3$, where $f'(1)$ is left free. What follows applies them in ordinary mathematics and is not among the statements of the file. Now $N = 7$, so one polynomial $f_0$ of degree at most 6 meets the seven remaining conditions. Any other solution differs from $f_0$ by a multiple of the new node polynomial, which has degree 7, so the solutions of degree at most 7 are
$$f_\lambda = f_0 + \lambda\,\alpha^3(\alpha - 1)(\alpha - \tfrac52)^3, \qquad \lambda \in \mathbb{R}.$$
Differentiating at $\alpha = 1$ leaves only the term in which the factor $\alpha - 1$ is differentiated, so $f_\lambda'(1) = f_0'(1) + \lambda\,(-\tfrac32)^3 = f_0'(1) - \tfrac{27}{8}\lambda$. The slope $b_1$ therefore labels this one-parameter family, and prescribing it selects one member.
